# One-point quadrature at the origin with unit weight overestimates the half-line integral of exp(−px²) by an unbounded factor as p → ∞

The failing theorem, `origin_node_diverges`, concerns the unnormalised Gaussian exp(−px²) on the half-line x > 0, with no power of x in front (k = 0). Its integral is estimated by a quadrature grid with a single node at x = 0 and weight 1, which gives the value 1 for every p. The theorem says that this estimate divided by the exact integral tends to +∞ as p → ∞, that is, as the Gaussian becomes tight. The proof takes the exact integral from `exactIntegral_eq`, and aims to show that for p > 0 the ratio is a positive constant times p^(1/2), which is already known to diverge.

This version doesn't compile in Lean 4 with Mathlib:

```lean
import Mathlib

open Filter Topology MeasureTheory Real

namespace OriginNodeDiverges

noncomputable section

/-- The radial integrand `x ^ k * exp (-p x²)` with Gaussian exponent `p`. -/
def radialGaussian (k : ℕ) (p x : ℝ) : ℝ := x ^ k * Real.exp (-p * x ^ 2)

/-- The exact radial integral of `x ^ k * exp (-p x²)` over `x > 0`. -/
def exactIntegral (k : ℕ) (p : ℝ) : ℝ := ∫ x in Set.Ioi (0 : ℝ), radialGaussian k p x

/-- The quadrature value of `f` on the grid with nodes `r i` and weights `w i`. -/
def gridSum {ι : Type*} [Fintype ι] (r w : ι → ℝ) (f : ℝ → ℝ) : ℝ := ∑ i, w i * f (r i)

/-- For `p > 0` the exact radial integral is `(1 / 2) * p ^ (-(k + 1) / 2) * Gamma ((k + 1) / 2)`.
-/
theorem exactIntegral_eq (k : ℕ) {p : ℝ} (hp : 0 < p) :
    exactIntegral k p =
      p ^ (-((k : ℝ) + 1) / 2) * (1 / 2) * Real.Gamma (((k : ℝ) + 1) / 2) := by
  have hk : (-1 : ℝ) < (k : ℝ) := by
    have := Nat.cast_nonneg (α := ℝ) k
    linarith
  have h := integral_rpow_mul_exp_neg_mul_rpow (p := 2) (q := (k : ℝ)) (b := p)
    (by norm_num) hk hp
  refine Eq.trans ?_ h
  refine setIntegral_congr_fun measurableSet_Ioi ?_
  intro x _
  simp only [radialGaussian, Real.rpow_natCast, Real.rpow_two]

/-- For `k = 0` and a single node at the origin with unit weight, the ratio of quadrature to
exact value diverges as the Gaussian becomes tight. -/
theorem origin_node_diverges :
    Tendsto (fun p => gridSum (fun _ : Unit => 0) (fun _ => 1) (radialGaussian 0 p) /
      exactIntegral 0 p) atTop atTop := by
  have hG : 0 < (1 / 2 * Real.Gamma (1 / 2))⁻¹ := by
    have := Real.Gamma_pos_of_pos (show (0 : ℝ) < 1 / 2 by norm_num)
    positivity
  have h : Tendsto (fun p : ℝ => (1 / 2 * Real.Gamma (1 / 2))⁻¹ * p ^ (1 / 2 : ℝ))
      atTop atTop :=
    (tendsto_rpow_atTop (by norm_num)).const_mul_atTop hG
  refine h.congr' ?_
  filter_upwards [eventually_gt_atTop (0 : ℝ)] with p hp
  have h1 : gridSum (fun _ : Unit => 0) (fun _ => 1) (radialGaussian 0 p) = 1 := by
    simp [gridSum, radialGaussian]
  rw [h1, exactIntegral_eq 0 hp, show -(((0 : ℕ) : ℝ) + 1) / 2 = -(1 / 2) by norm_num,
    show (((0 : ℕ) : ℝ) + 1) / 2 = 1 / 2 by norm_num, Real.rpow_neg hp.le]
  ring

end

end OriginNodeDiverges
```

Lean reports:

```
Try this:
  [apply] ring_nf
  
  The `ring` tactic failed to close the goal. Use `ring_nf` to obtain a normal form.
    
  Note that `ring` works primarily in *commutative* rings. If you have a noncommutative ring, abelian group or module, consider using `noncomm_ring`, `abel` or `module` instead.
Main.lean:37:40: error: unsolved goals
hG : 0 < (1 / 2 * Gamma (1 / 2))⁻¹
h : Tendsto (fun p => (1 / 2 * Gamma (1 / 2))⁻¹ * p ^ (1 / 2)) atTop atTop
p : ℝ
hp : 0 < p
h1 : gridSum (fun x => 0) (fun x => 1) (radialGaussian 0 p) = 1
⊢ (Gamma (1 / 2))⁻¹ * p ^ (1 / 2) * 2 = (Gamma (1 / 2))⁻¹ * (p ^ (1 / 2))⁻¹⁻¹ * 2
```

Diagnosis. The error is in the last step, where `ring` has to show that the constant times p^(1/2) equals 1 divided by the exact integral. The exact integral contains p^(−1/2), which `Real.rpow_neg` has rewritten as `(p ^ (1 / 2))⁻¹`. Since the integral is in the denominator, this inverse is inverted again.

The two sides of the goal that remains differ only there: the left has `p ^ (1 / 2)` and the right has `(p ^ (1 / 2))⁻¹⁻¹`. These are equal, but `ring` did not reduce the double inverse, so it could not match the two sides. The "Try this" message offers `ring_nf` only as a way to obtain a normal form, and the goal printed in the error is still open.

The repair adds a `simp only` call before `ring`. In it, `div_eq_mul_inv` turns division into multiplication by an inverse, `mul_inv` distributes the inverse over the product, and `inv_inv` removes the double inverse. What is left is a rearrangement of factors, which `ring` can prove.

This version goes through:

```diff
@@ -48,4 +48,5 @@
   rw [h1, exactIntegral_eq 0 hp, show -(((0 : ℕ) : ℝ) + 1) / 2 = -(1 / 2) by norm_num,
     show (((0 : ℕ) : ℝ) + 1) / 2 = 1 / 2 by norm_num, Real.rpow_neg hp.le]
+  simp only [div_eq_mul_inv, mul_inv, inv_inv]
   ring
 
```
